# A real taper keeps every causal self-energy matrix causal exactly when it is symmetric positive semidefinite

Damping the long-range entries of a self-energy can turn loss into gain. To find the real damping factors that never do so, we take causality as a condition on one finite complex matrix $S$, the retarded self-energy at one real frequency in an orthonormal basis of localised orbitals. The orbitals are labelled by a finite type `n`.

```lean
import Mathlib

open Matrix
open scoped ComplexOrder

namespace CausalTaper

noncomputable section

variable {n : Type*} [Fintype n]
```

The absorptive part is $A=(S-S^\dagger)/(2i)$. The broadening matrix of transport theory is $i(S-S^\dagger)=-2A$.

```lean
/-- The absorptive part `(S - S†)/(2i)` of a self-energy matrix. -/
def absorptive (S : Matrix n n ℂ) : Matrix n n ℂ :=
  (1 / (2 * Complex.I)) • (S - Sᴴ)
```

Causality means that $-A$ is positive semidefinite: no orbital combination is amplified.

```lean
/-- A self-energy matrix is causal when its absorptive part is negative semidefinite. -/
def IsCausal (S : Matrix n n ℂ) : Prop := (-absorptive S).PosSemidef
```

The condition concerns each frequency separately. A retarded function must also be analytic in the upper half plane. That is not part of the definition, but multiplying each entry of $S(\omega)$ by a constant independent of frequency preserves it.

A taper is a real matrix $W$ that acts entry by entry, $T_{ij}=W_{ij}S_{ij}$. Nothing else is assumed about $W$ here, not even symmetry.

```lean
/-- The tapered self-energy, with entries `W i j * S i j`. -/
def taper (W : Matrix n n ℝ) (S : Matrix n n ℂ) : Matrix n n ℂ :=
  Matrix.of fun i j => (W i j : ℂ) * S i j
```

Two kinds of matrix are needed later. One is the constant matrix, used as a probe.

```lean
/-- The matrix whose entries all equal `c`. -/
def flat (c : ℂ) : Matrix n n ℂ := Matrix.of fun _ _ => c
```

The other is a taper built from finitely many wave vectors $q$ with weights $c_q$, for sites at positions $r_i$ in a real inner product space: $W_{ij}=\sum_q c_q\cos(q\cdot(r_i-r_j))$.

```lean
/-- The taper `W i j = ∑ q, c q * cos (q · (r i - r j))` for sites at positions `r i`,
with finitely many wave vectors `q`. -/
def cosineTaper {E : Type*} [NormedAddCommGroup E] [InnerProductSpace ℝ E]
    (s : Finset E) (c : E → ℝ) (r : n → E) : Matrix n n ℝ :=
  Matrix.of fun i j => ∑ q ∈ s, c q * Real.cos (inner ℝ q (r i - r j))
```

## Causality as a sign of $\operatorname{Im}x^\dagger Sx$

For an orbital vector $x$, write $z=x^\dagger Sx=\sum_{ij}x_i^*S_{ij}x_j$. In Lean this is `star x ⬝ᵥ S *ᵥ x`.

```lean
/-- The quadratic form `x† S x` written as a double sum over orbitals. -/
theorem form_eq_sum (S : Matrix n n ℂ) (x : n → ℂ) :
    star x ⬝ᵥ S *ᵥ x = ∑ i, ∑ j, star (x i) * S i j * x j := by
  simp only [dotProduct, Matrix.mulVec, Finset.mul_sum, Pi.star_apply, mul_assoc]
```

Exchanging the summation indices gives $x^\dagger S^\dagger x=z^*$. Therefore $x^\dagger Ax=(z-z^*)/(2i)=\operatorname{Im}z$.

```lean
/-- The quadratic form of the absorptive part is the imaginary part of `x† S x`. -/
theorem absorptive_form (S : Matrix n n ℂ) (x : n → ℂ) :
    star x ⬝ᵥ absorptive S *ᵥ x = ((star x ⬝ᵥ S *ᵥ x).im : ℂ) := by
  have h : star x ⬝ᵥ Sᴴ *ᵥ x = star (star x ⬝ᵥ S *ᵥ x) := by
    rw [form_eq_sum, form_eq_sum]
    simp only [star_sum, star_mul', star_star, Matrix.conjTranspose_apply]
    rw [Finset.sum_comm]
    exact Finset.sum_congr rfl fun i _ => Finset.sum_congr rfl fun j _ => by ring
  rw [absorptive, Matrix.smul_mulVec, dotProduct_smul, Matrix.sub_mulVec, dotProduct_sub, h,
    smul_eq_mul]
  generalize star x ⬝ᵥ S *ᵥ x = z
  rw [show z - star z = _ from Complex.sub_conj z]
  push_cast
  field_simp
```

Since $A$ is Hermitian, $-A$ is positive semidefinite exactly when $\operatorname{Im}x^\dagger Sx\le 0$ for all $x$. The proof checks the Hermitian property entrywise and then translates the sign.

```lean
/-- A self-energy is causal exactly when `x† S x` has nonpositive imaginary part for every
orbital vector `x`. -/
theorem isCausal_iff {S : Matrix n n ℂ} :
    IsCausal S ↔ ∀ x : n → ℂ, (star x ⬝ᵥ S *ᵥ x).im ≤ 0 := by
  have hH : (-absorptive S).IsHermitian := by
    ext i j
    simp [absorptive]
    ring
  have hx : ∀ x : n → ℂ, 0 ≤ star x ⬝ᵥ (-absorptive S) *ᵥ x ↔
      (star x ⬝ᵥ S *ᵥ x).im ≤ 0 := by
    intro x
    rw [Matrix.neg_mulVec, dotProduct_neg, absorptive_form, ← Complex.ofReal_neg,
      Complex.zero_le_real, neg_nonneg]
  rw [IsCausal, Matrix.posSemidef_iff_dotProduct_mulVec]
  exact ⟨fun h x => (hx x).1 (h.2 x), fun h => ⟨hH, fun x => (hx x).2 (h x)⟩⟩
```

## Positive semidefinite tapers preserve causality

Let $W$ be positive semidefinite, which in Lean includes symmetry. It has orthonormal real eigenvectors $v_k$ with eigenvalues $c_k\ge 0$. Completeness, $\sum_k v_k(j)v_k(m)=\delta_{mj}$, gives

$$W_{ij}=\sum_m W_{im}\delta_{mj}=\sum_k v_k(j)\sum_m W_{im}v_k(m)=\sum_k c_k v_k(i)v_k(j).$$

In the code, `hδ` is completeness, `he` is the eigenvalue equation, and the `calc` block is this line.

```lean
/-- A real positive semidefinite taper is a sum of separable modes `v k i * v k j` with
nonnegative weights. -/
theorem taper_modes {W : Matrix n n ℝ} (hW : W.PosSemidef) :
    ∃ (c : n → ℝ) (v : n → n → ℝ), (∀ k, 0 ≤ c k) ∧
      ∀ i j, W i j = ∑ k, c k * v k i * v k j := by
  classical
  obtain ⟨c, b, hc, hb⟩ : ∃ (c : n → ℝ) (b : OrthonormalBasis n ℝ (EuclideanSpace ℝ n)),
      (∀ k, 0 ≤ c k) ∧ ∀ k, W *ᵥ (b k).ofLp = c k • (b k).ofLp :=
    ⟨hW.1.eigenvalues, hW.1.eigenvectorBasis, hW.eigenvalues_nonneg,
      hW.1.mulVec_eigenvectorBasis⟩
  refine ⟨c, fun k i => (b k).ofLp i, hc, fun i j => ?_⟩
  -- completeness of the eigenvectors
  have hδ : ∀ m, ∑ k, (b k).ofLp j * (b k).ofLp m = if m = j then 1 else 0 := by
    intro m
    have h := congrArg (fun y : EuclideanSpace ℝ n => y.ofLp m)
      (b.sum_repr' (EuclideanSpace.single j 1))
    simpa [EuclideanSpace.inner_single_right, Pi.single_apply] using h
  have he : ∀ k, ∑ m, W i m * (b k).ofLp m = c k * (b k).ofLp i := by
    intro k
    have h := congrFun (hb k) i
    simpa only [Matrix.mulVec, dotProduct, Pi.smul_apply, smul_eq_mul] using h
  calc W i j = ∑ m, W i m * (if m = j then 1 else 0) := by simp
    _ = ∑ m, W i m * ∑ k, (b k).ofLp j * (b k).ofLp m := by simp only [hδ]
    _ = ∑ k, (b k).ofLp j * ∑ m, W i m * (b k).ofLp m := by
        simp only [Finset.mul_sum]
        rw [Finset.sum_comm]
        exact Finset.sum_congr rfl fun k _ => Finset.sum_congr rfl fun m _ => by ring
    _ = ∑ k, c k * (b k).ofLp i * (b k).ofLp j := by
        simp only [he]
        exact Finset.sum_congr rfl fun k _ => by ring
```

Put $y_k(i)=v_k(i)x_i$. Because $v_k$ is real,

$$x^\dagger Tx=\sum_k c_k\sum_{ij}v_k(i)x_i^*\,S_{ij}\,v_k(j)x_j=\sum_k c_k\,y_k^\dagger Sy_k .$$

Each term has nonpositive imaginary part, so $T$ is causal.

```lean
/-- Tapering a causal self-energy with a real positive semidefinite matrix gives a causal
self-energy. -/
theorem taper_causal {W : Matrix n n ℝ} {S : Matrix n n ℂ} (hW : W.PosSemidef)
    (hS : IsCausal S) : IsCausal (taper W S) := by
  rw [isCausal_iff] at hS ⊢
  intro x
  obtain ⟨c, v, hc, hv⟩ := taper_modes hW
  -- each mode of the taper multiplies every component of the orbital vector by a real factor
  have h : star x ⬝ᵥ taper W S *ᵥ x = ∑ k, (c k : ℂ) *
      (star (fun i => (v k i : ℂ) * x i) ⬝ᵥ S *ᵥ (fun i => (v k i : ℂ) * x i)) := by
    simp only [form_eq_sum, taper, Matrix.of_apply, hv, Complex.ofReal_sum,
      Complex.ofReal_mul, Finset.mul_sum, Finset.sum_mul, star_mul', Complex.star_def,
      Complex.conj_ofReal]
    symm
    rw [Finset.sum_comm]
    refine Finset.sum_congr rfl fun i _ => ?_
    rw [Finset.sum_comm]
    exact Finset.sum_congr rfl fun j _ => Finset.sum_congr rfl fun k _ => by ring
  rw [h, Complex.im_sum]
  refine Finset.sum_nonpos fun k _ => ?_
  rw [Complex.im_ofReal_mul]
  exact mul_nonpos_iff.2 (Or.inl ⟨hc k, hS _⟩)
```

## Constant self-energies test the taper

If every entry of $S$ equals $c$, then $x^\dagger Sx=c\,|\sum_i x_i|^2$, so $S$ is causal when $\operatorname{Im}c\le 0$.

```lean
/-- A self-energy with all entries equal to `c` is causal if `c` has nonpositive imaginary
part. -/
theorem flat_causal {c : ℂ} (hc : c.im ≤ 0) : IsCausal (flat c : Matrix n n ℂ) := by
  rw [isCausal_iff]
  intro x
  have h : star x ⬝ᵥ flat c *ᵥ x = (Complex.normSq (∑ i, x i) : ℂ) * c := by
    rw [form_eq_sum, ← Complex.mul_conj, map_sum, Finset.sum_mul_sum]
    simp only [Finset.sum_mul, flat, Matrix.of_apply, Complex.star_def]
    rw [Finset.sum_comm]
    exact Finset.sum_congr rfl fun i _ => Finset.sum_congr rfl fun j _ => by ring
  rw [h, Complex.im_ofReal_mul]
  exact mul_nonpos_iff.2 (Or.inl ⟨Complex.normSq_nonneg _, hc⟩)
```

For $c=-i$ and a real vector $y$, tapering gives $\operatorname{Im}y^\dagger Ty=-\sum_{kl}y_kW_{kl}y_l$.

```lean
/-- For a real vector `y`, the tapered constant self-energy `-i` has a quadratic form whose
imaginary part is minus the quadratic form of the taper. -/
theorem taper_flat_form (W : Matrix n n ℝ) (y : n → ℝ) :
    (star (fun k => (y k : ℂ)) ⬝ᵥ taper W (flat (-Complex.I)) *ᵥ
      (fun k => (y k : ℂ))).im = -∑ k, ∑ l, y k * (W k l * y l) := by
  rw [form_eq_sum]
  simp only [Complex.im_sum, ← Finset.sum_neg_distrib]
  refine Finset.sum_congr rfl fun k _ => Finset.sum_congr rfl fun l _ => ?_
  simp [taper, flat]
  ring
```

Now suppose that $W$ preserves causality for every $S$. The constant $1$ is causal and lossless, and its taper is $W$ itself. With $x=a+ib$, where $a,b$ are real,

$$\operatorname{Im}x^\dagger Wx=\sum_{kl}(a_kW_{kl}b_l-b_kW_{kl}a_l)\le 0 .$$

Unit vectors at $i$ and $j$ give $W_{ij}\le W_{ji}$; exchanging them gives equality. The constant $-i$ then gives $y^{T}Wy\ge 0$. In the proof these are `hle` and the last `h3`.

```lean
/-- A real taper keeps every causal self-energy causal if and only if it is symmetric positive
semidefinite. -/
theorem preserves_causality_iff (W : Matrix n n ℝ) :
    (∀ S : Matrix n n ℂ, IsCausal S → IsCausal (taper W S)) ↔ W.PosSemidef := by
  classical
  refine ⟨fun h => ?_, fun hW S hS => taper_causal hW hS⟩
  have h1 := isCausal_iff.1 (h (flat 1) (flat_causal (by simp)))
  have h2 := isCausal_iff.1 (h (flat (-Complex.I)) (flat_causal (by simp)))
  -- the constant self-energy 1 forces symmetry
  have key : ∀ a b : n → ℝ,
      ∑ k, ∑ l, (a k * W k l * b l - b k * W k l * a l) ≤ 0 := by
    intro a b
    have h3 := h1 (fun k => ⟨a k, b k⟩)
    rw [form_eq_sum] at h3
    simp only [Complex.im_sum] at h3
    refine le_trans (le_of_eq ?_) h3
    refine Finset.sum_congr rfl fun k _ => Finset.sum_congr rfl fun l _ => ?_
    simp [taper, flat]
    ring
  have hle : ∀ i j, W i j ≤ W j i := by
    intro i j
    have h3 := key (Pi.single i 1) (Pi.single j 1)
    simp [Finset.sum_sub_distrib, Pi.single_apply] at h3
    linarith
  rw [Matrix.posSemidef_iff_dotProduct_mulVec]
  refine ⟨?_, fun y => ?_⟩
  · ext i j
    rw [Matrix.conjTranspose_apply, star_trivial]
    exact le_antisymm (hle j i) (hle i j)
  -- the constant self-energy -i forces positivity
  have h3 := h2 (fun k => (y k : ℂ))
  rw [taper_flat_form W y] at h3
  have e : star y ⬝ᵥ W *ᵥ y = ∑ k, ∑ l, y k * (W k l * y l) := by
    simp only [dotProduct, Matrix.mulVec, Finset.mul_sum, Pi.star_apply, star_trivial]
  rw [e]
  exact neg_nonpos.1 h3
```

The equivalence concerns all $S$ at once: a particular one, such as $S=0$, may survive a bad taper. For a single orbital, $W$ is one number $w$, $T=wS$, and the condition is $w\ge 0$.

## Cosine tapers and a sharp cutoff

For electronic-structure work with nonlocal self-energies, the cosine tapers with every $c_q\ge 0$ are a safe family: they depend only on the displacement between sites, and they keep a causal finite matrix causal at each frequency. Whether such a taper damps the long-range entries depends on the chosen $q$ and $c_q$. To see that it is positive semidefinite, expand the cosine of a difference:

$$x^{T}Wx=\sum_q c_q\Big[\Big(\sum_i x_i\cos q\cdot r_i\Big)^2+\Big(\sum_i x_i\sin q\cdot r_i\Big)^2\Big]\ge 0,$$

for any site positions.

```lean
/-- A cosine taper with nonnegative weights keeps a causal self-energy causal, for any
positions of the sites. -/
theorem cosineTaper_causal {E : Type*} [NormedAddCommGroup E] [InnerProductSpace ℝ E]
    (s : Finset E) (c : E → ℝ) (hc : ∀ q ∈ s, 0 ≤ c q) (r : n → E)
    {S : Matrix n n ℂ} (hS : IsCausal S) : IsCausal (taper (cosineTaper s c r) S) := by
  refine taper_causal (Matrix.posSemidef_iff_dotProduct_mulVec.2 ⟨?_, fun x => ?_⟩) hS
  · ext i j
    simp only [cosineTaper, Matrix.conjTranspose_apply, Matrix.of_apply, star_trivial,
      inner_sub_right, Real.cos_sub]
    exact Finset.sum_congr rfl fun q _ => by ring
  · -- each wave vector contributes a sum of two squares
    have h : star x ⬝ᵥ cosineTaper s c r *ᵥ x = ∑ q ∈ s, c q *
        ((∑ i, x i * Real.cos (inner ℝ q (r i))) ^ 2 +
          (∑ i, x i * Real.sin (inner ℝ q (r i))) ^ 2) := by
      have h2 : ∀ f : n → ℝ, (∑ i, x i * f i) ^ 2 =
          ∑ i, ∑ j, x i * f i * (x j * f j) := fun f => by rw [sq, Finset.sum_mul_sum]
      simp only [h2, dotProduct, Matrix.mulVec, cosineTaper, Matrix.of_apply, Pi.star_apply,
        star_trivial, inner_sub_right, Real.cos_sub, Finset.sum_mul, Finset.mul_sum,
        ← Finset.sum_add_distrib]
      symm
      rw [Finset.sum_comm]
      refine Finset.sum_congr rfl fun i _ => ?_
      rw [Finset.sum_comm]
      exact Finset.sum_congr rfl fun j _ => Finset.sum_congr rfl fun q _ => by ring
    rw [h]
    exact Finset.sum_nonneg fun q hq => mul_nonneg (hc q hq) (by positivity)
```

A sharp cutoff can fail. On three sites in a row, keep on-site and nearest-neighbour entries and drop the rest:

$$W=\begin{pmatrix}1&1&0\\1&1&1\\0&1&1\end{pmatrix},\qquad x=\begin{pmatrix}1\\-1\\1\end{pmatrix},\qquad Wx=\begin{pmatrix}0\\1\\0\end{pmatrix}.$$

So $x^{T}Wx=-1$, and the tapered constant $-i$ has $\operatorname{Im}x^\dagger Tx=+1$, or $+1/3$ for the normalised vector $x/\sqrt3$. This alternating combination sees gain, although the original self-energy was causal.

```lean
/-- On three sites in a row, a sharp cutoff after nearest neighbours turns the causal
self-energy with all entries `-i` into one that is not causal. -/
theorem sharp_cutoff_not_causal :
    IsCausal (flat (-Complex.I) : Matrix (Fin 3) (Fin 3) ℂ) ∧
      ¬ IsCausal (taper !![1, 1, 0; 1, 1, 1; 0, 1, 1] (flat (-Complex.I))) := by
  refine ⟨flat_causal (by simp), fun h => ?_⟩
  -- the alternating vector sees gain instead of loss
  have h1 := isCausal_iff.1 h (fun k => ((![1, -1, 1] : Fin 3 → ℝ) k : ℂ))
  rw [taper_flat_form _ ![1, -1, 1]] at h1
  simp only [Fin.sum_univ_three] at h1
  have h2 : -(((1 : ℝ) * (1 * 1) + 1 * (1 * (-1)) + 1 * (0 * 1)) +
      ((-1) * (1 * 1) + (-1) * (1 * (-1)) + (-1) * (1 * 1)) +
      (1 * (0 * 1) + 1 * (1 * (-1)) + 1 * (1 * 1))) ≤ 0 := h1
  norm_num at h2

end

end CausalTaper
```

```lean
#print axioms CausalTaper.preserves_causality_iff
#print axioms CausalTaper.cosineTaper_causal
#print axioms CausalTaper.sharp_cutoff_not_causal
```

```
'CausalTaper.preserves_causality_iff' depends on axioms: [propext, Classical.choice, Quot.sound]
'CausalTaper.cosineTaper_causal' depends on axioms: [propext, Classical.choice, Quot.sound]
'CausalTaper.sharp_cutoff_not_causal' depends on axioms: [propext, Classical.choice, Quot.sound]
```
